# The Hartree–Fock orbital Hessian as a double-commutator term plus a response term

Put one electron in the first of two orthonormal orbitals with core energies a and b and no core coupling between them, and rotate that orbital towards the second by an angle t: the energy is a cos²t + b sin²t, with second derivative 2(b − a) at t = 0. If the orbitals also carry a constant repulsion V, the Fock matrix shows a gap of b + V − a, and the curvature comes out right only because the Fock matrix itself changes during the rotation and contributes −2V.

```lean
import Mathlib

open Matrix Topology
open scoped Matrix.Norms.Operator

namespace HartreeFockOrbitalHessian

noncomputable section

variable {n : Type*} [Fintype n] [DecidableEq n]

/-- The Coulomb matrix `J(D)`, with entries `∑ (pq|rs) D_sr`. -/
def coulomb (g : n → n → n → n → ℝ) : Matrix n n ℝ →ₗ[ℝ] Matrix n n ℝ where
  toFun D := Matrix.of fun p q => ∑ r, ∑ s, g p q r s * D s r
  map_add' A B := by
    ext p q
    simp [mul_add, Finset.sum_add_distrib]
  map_smul' c A := by
    ext p q
    simp [Finset.mul_sum, mul_left_comm]

/-- The exchange matrix `K(D)`, with entries `∑ (ps|rq) D_sr`. -/
def exchange (g : n → n → n → n → ℝ) : Matrix n n ℝ →ₗ[ℝ] Matrix n n ℝ :=
  coulomb fun p q r s => g p s r q

/-- The two-electron part of the Fock matrix, `G = J - K`. -/
def twoElectron (g : n → n → n → n → ℝ) : Matrix n n ℝ →ₗ[ℝ] Matrix n n ℝ :=
  coulomb g - exchange g

/-- The Fock matrix `F(D) = h + G(D)`. -/
def fock (h : Matrix n n ℝ) (g : n → n → n → n → ℝ) (D : Matrix n n ℝ) : Matrix n n ℝ :=
  h + twoElectron g D

/-- The Hartree-Fock energy `E(D) = tr(hD) + tr(D G(D))/2`. -/
def energy (h : Matrix n n ℝ) (g : n → n → n → n → ℝ) (D : Matrix n n ℝ) : ℝ :=
  trace (h * D) + trace (D * twoElectron g D) / 2

/-- The commutator `[A, B] = AB - BA`. -/
def comm (A B : Matrix n n ℝ) : Matrix n n ℝ := A * B - B * A

/-- The matrix `exp(tX) P exp(-tX)`. For antisymmetric `X` and a density matrix `P`, it is the
density matrix after an orbital rotation generated by `X`. -/
def rotated (X P : Matrix n n ℝ) (t : ℝ) : Matrix n n ℝ :=
  NormedSpace.exp (t • X) * P * NormedSpace.exp (-(t • X))

/-- The orbital Hessian at `P` in the direction `X`:
`tr(F [X,[X,P]]) + tr([X,P] G([X,P]))`. -/
def orbitalHessian (h : Matrix n n ℝ) (g : n → n → n → n → ℝ) (P X : Matrix n n ℝ) : ℝ :=
  trace (fock h g P * comm X (comm X P)) + trace (comm X P * twoElectron g (comm X P))

omit [DecidableEq n] in
/-- A fourfold sum over orbitals may be taken in the reverse order. -/
lemma sum_reverse (f : n → n → n → n → ℝ) :
    ∑ p, ∑ q, ∑ r, ∑ s, f p q r s = ∑ p, ∑ q, ∑ r, ∑ s, f s r q p := by
  have h (f : n → n → n → n → ℝ) : ∑ p, ∑ q, ∑ r, ∑ s, f p q r s =
      ∑ x : n × n × n × n, f x.1 x.2.1 x.2.2.1 x.2.2.2 := by
    simp only [Fintype.sum_prod_type]
  refine (h f).trans (Eq.trans ?_ (h fun p q r s => f s r q p).symm)
  exact Fintype.sum_equiv
    ⟨fun x => (x.2.2.2, x.2.2.1, x.2.1, x.1), fun x => (x.2.2.2, x.2.2.1, x.2.1, x.1),
      fun _ => rfl, fun _ => rfl⟩ _ _ (fun _ => rfl)

omit [DecidableEq n] in
/-- The interaction of two densities is mutual: `tr(A G(B)) = tr(B G(A))`. -/
theorem twoElectron_symm {g : n → n → n → n → ℝ} (hg : ∀ p q r s, g p q r s = g r s p q)
    (A B : Matrix n n ℝ) : trace (A * twoElectron g B) = trace (B * twoElectron g A) := by
  have expand (A B : Matrix n n ℝ) : trace (A * twoElectron g B) =
      ∑ p, ∑ q, ∑ r, ∑ s, A p q * ((g q p r s - g q s r p) * B s r) := by
    simp [trace, Matrix.mul_apply, twoElectron, coulomb, exchange, sub_mul, mul_sub,
      Finset.mul_sum, Finset.sum_sub_distrib]
  rw [expand A B, expand B A, sum_reverse]
  refine Finset.sum_congr rfl fun p _ => Finset.sum_congr rfl fun q _ =>
    Finset.sum_congr rfl fun r _ => Finset.sum_congr rfl fun s _ => ?_
  rw [hg r s q p, hg r p q s]
  ring

omit [DecidableEq n] in
/-- A linear map carries the velocity of a matrix path to the velocity of its image. -/
lemma linear_slope {V : Type*} [NormedAddCommGroup V] [NormedSpace ℝ V]
    (L : Matrix n n ℝ →ₗ[ℝ] V) {D : ℝ → Matrix n n ℝ} {D' : Matrix n n ℝ} {t : ℝ}
    (hD : HasDerivAt D D' t) : HasDerivAt (fun u => L (D u)) (L D') t :=
  (LinearMap.toContinuousLinearMap L).hasFDerivAt.comp_hasDerivAt t hD

/-- The rotated density matrix obeys the equation of motion `P'(t) = [X, P(t)]`. -/
theorem rotated_hasDerivAt (X P : Matrix n n ℝ) (t : ℝ) :
    HasDerivAt (rotated X P) (comm X (rotated X P t)) t := by
  have h1 := hasDerivAt_exp_smul_const' X t
  have h2 := hasDerivAt_exp_smul_const (-X) t
  simp only [smul_neg] at h2
  refine ((h1.mul_const P).fun_mul h2).congr_deriv ?_
  simp only [comm, rotated, mul_neg, mul_assoc, sub_eq_add_neg]
  -- the two sides differ only in the path to the ring structure on matrices
  rfl

/-- Along a differentiable path of density matrices the energy changes at the rate
`tr(F(D) D')`. -/
theorem energy_hasDerivAt_path (h : Matrix n n ℝ) {g : n → n → n → n → ℝ}
    (hg : ∀ p q r s, g p q r s = g r s p q) {D : ℝ → Matrix n n ℝ} {D' : Matrix n n ℝ}
    {t : ℝ} (hD : HasDerivAt D D' t) :
    HasDerivAt (fun u => energy h g (D u)) (trace (fock h g (D t) * D')) t := by
  have h1 : HasDerivAt (fun u => trace (h * D u)) (trace (h * D')) t :=
    linear_slope (traceLinearMap n ℝ ℝ) (hD.const_mul h)
  have h2 : HasDerivAt (fun u => trace (D u * twoElectron g (D u)))
      (trace (D' * twoElectron g (D t) + D t * twoElectron g D')) t :=
    linear_slope (traceLinearMap n ℝ ℝ) (hD.fun_mul (linear_slope (twoElectron g) hD))
  refine (h1.fun_add (h2.div_const 2)).congr_deriv ?_
  -- the two interaction terms are equal, which cancels the factor one half
  rw [fock, add_mul, trace_add, trace_add, twoElectron_symm hg (D t) D',
    trace_mul_comm (twoElectron g (D t)) D']
  ring

/-- The second derivative at zero of `t ↦ E(exp(tX) P exp(-tX))` is
`tr(F [X,[X,P]]) + tr([X,P] G([X,P]))`. -/
theorem orbital_hessian (h : Matrix n n ℝ) {g : n → n → n → n → ℝ}
    (hg : ∀ p q r s, g p q r s = g r s p q) (P X : Matrix n n ℝ) :
    HasDerivAt (deriv fun t => energy h g (rotated X P t)) (orbitalHessian h g P X) 0 := by
  have h0 : rotated X P 0 = P := by simp [rotated]
  have hslope : (deriv fun t => energy h g (rotated X P t)) =
      fun t => trace (fock h g (rotated X P t) * comm X (rotated X P t)) :=
    funext fun t => (energy_hasDerivAt_path h hg (rotated_hasDerivAt X P t)).deriv
  have hR : HasDerivAt (rotated X P) (comm X P) 0 := by
    have := rotated_hasDerivAt X P 0
    rwa [h0] at this
  -- both the Fock matrix and the commutator move with the density
  have hF : HasDerivAt (fun t => fock h g (rotated X P t)) (twoElectron g (comm X P)) 0 :=
    (linear_slope (twoElectron g) hR).const_add h
  have hC : HasDerivAt (fun t => comm X (rotated X P t)) (comm X (comm X P)) 0 :=
    (hR.const_mul X).fun_sub (hR.mul_const X)
  rw [hslope]
  refine (linear_slope (traceLinearMap n ℝ ℝ) (hF.fun_mul hC)).congr_deriv ?_
  rw [traceLinearMap_apply, h0, trace_add, trace_mul_comm (twoElectron g (comm X P)),
    orbitalHessian, add_comm]

/-- If the energy has a local minimum at `P` along the rotation generated by `X`, the orbital
Hessian in that direction is not negative. -/
theorem hessian_nonneg_of_isLocalMin (h : Matrix n n ℝ) {g : n → n → n → n → ℝ}
    (hg : ∀ p q r s, g p q r s = g r s p q) (P X : Matrix n n ℝ)
    (hmin : IsLocalMin (fun t => energy h g (rotated X P t)) 0) :
    0 ≤ orbitalHessian h g P X := by
  by_contra hneg
  have hd := (orbital_hessian h hg P X).deriv
  have hmax : IsLocalMax (fun t => energy h g (rotated X P t)) 0 :=
    isLocalMax_of_deriv_deriv_neg (by rw [hd]; exact not_le.mp hneg) hmin.deriv_eq_zero
      (energy_hasDerivAt_path h hg (rotated_hasDerivAt X P 0)).continuousAt
  -- a minimum that is also a maximum makes the energy locally constant
  have hconst : (fun t => energy h g (rotated X P t)) =ᶠ[𝓝 0]
      fun _ => energy h g (rotated X P 0) := by
    filter_upwards [hmin, hmax] with t ha hb
    exact le_antisymm hb ha
  have hz := hconst.deriv.deriv_eq
  rw [hd] at hz
  apply hneg
  rw [hz]
  simp

/-- If `FP = PF` and the orbital Hessian in the direction `X` is positive, the energy has a
local minimum at `P` along the rotation generated by `X`. -/
theorem isLocalMin_of_hessian_pos (h : Matrix n n ℝ) {g : n → n → n → n → ℝ}
    (hg : ∀ p q r s, g p q r s = g r s p q) (P X : Matrix n n ℝ)
    (hFP : fock h g P * P = P * fock h g P) (hpos : 0 < orbitalHessian h g P X) :
    IsLocalMin (fun t => energy h g (rotated X P t)) 0 := by
  have h0 : rotated X P 0 = P := by simp [rotated]
  have h1 := energy_hasDerivAt_path h hg (rotated_hasDerivAt X P 0)
  refine isLocalMin_of_deriv_deriv_pos ?_ ?_ h1.continuousAt
  · rw [(orbital_hessian h hg P X).deriv]
    exact hpos
  · rw [h1.deriv, h0, comm, mul_sub, trace_sub, ← mul_assoc, ← mul_assoc,
      trace_mul_cycle, hFP, sub_self]

/-- For orbitals with diagonal Fock matrix `ε` and diagonal density `ν`, and antisymmetric `X`, the
first term of the Hessian is a sum of orbital-energy differences times occupation differences, each
weighted by the square of the entry `X i j`. -/
theorem hessian_canonical (h : Matrix n n ℝ) (g : n → n → n → n → ℝ) (ε ν : n → ℝ)
    (X : Matrix n n ℝ) (hF : fock h g (diagonal ν) = diagonal ε) (hX : Xᵀ = -X) :
    orbitalHessian h g (diagonal ν) X =
      ∑ i, ∑ j, (ε i - ε j) * (ν j - ν i) * X i j ^ 2 +
        trace (comm X (diagonal ν) * twoElectron g (comm X (diagonal ν))) := by
  have hx (i j : n) : X j i = -X i j := congrArg (fun M : Matrix n n ℝ => M i j) hX
  have hY (i j : n) : comm X (diagonal ν) i j = X i j * (ν j - ν i) := by
    simp only [comm, Matrix.sub_apply, Matrix.mul_diagonal, Matrix.diagonal_mul]
    ring
  have hZ (i : n) : comm X (comm X (diagonal ν)) i i =
      ∑ j, 2 * (ν j - ν i) * X i j ^ 2 := by
    change (X * comm X (diagonal ν) - comm X (diagonal ν) * X) i i = _
    rw [Matrix.sub_apply, Matrix.mul_apply, Matrix.mul_apply, ← Finset.sum_sub_distrib]
    refine Finset.sum_congr rfl fun j _ => ?_
    rw [hY j i, hY i j, hx i j]
    ring
  -- symmetrise the double sum in the two orbital labels
  have hs : ∑ i, ∑ j, ε j * (ν i - ν j) * X j i ^ 2 =
      ∑ i, ∑ j, ε i * (ν j - ν i) * X i j ^ 2 := Finset.sum_comm
  have htr : trace (diagonal ε * comm X (comm X (diagonal ν))) =
      ∑ i, ε i * comm X (comm X (diagonal ν)) i i := by
    simp only [trace, Matrix.diag_apply, Matrix.diagonal_mul]
  rw [orbitalHessian, hF, htr]
  congr 1
  calc ∑ i, ε i * comm X (comm X (diagonal ν)) i i
      = ∑ i, ∑ j, ε i * (ν j - ν i) * X i j ^ 2 +
          ∑ i, ∑ j, ε i * (ν j - ν i) * X i j ^ 2 := by
        simp only [hZ, Finset.mul_sum, ← Finset.sum_add_distrib]
        refine Finset.sum_congr rfl fun i _ => Finset.sum_congr rfl fun j _ => ?_
        ring
    _ = ∑ i, ∑ j, ε i * (ν j - ν i) * X i j ^ 2 +
          ∑ i, ∑ j, ε j * (ν i - ν j) * X j i ^ 2 := by rw [hs]
    _ = ∑ i, ∑ j, (ε i - ε j) * (ν j - ν i) * X i j ^ 2 := by
        simp only [← Finset.sum_add_distrib]
        refine Finset.sum_congr rfl fun i _ => Finset.sum_congr rfl fun j _ => ?_
        rw [hx i j]
        ring

/-- Two-orbital integrals `(pp|rr) = V`, all others zero. -/
def constantRepulsion (V : ℝ) (p q r s : Fin 2) : ℝ := if p = q ∧ r = s then V else 0

/-- Two orbitals with core energies `a` and `b`, constant repulsion `V` and the first orbital
filled: the integrals are symmetric, `FP = PF`, and the orbital Hessian in the direction `X` with
rows `(0, -1)` and `(1, 0)` is `2(b - a)`. -/
theorem twoOrbital_witness (a b V : ℝ) :
    (∀ p q r s, constantRepulsion V p q r s = constantRepulsion V r s p q) ∧
    fock !![a, 0; 0, b] (constantRepulsion V) !![1, 0; 0, 0] * !![1, 0; 0, 0] =
      !![1, 0; 0, 0] * fock !![a, 0; 0, b] (constantRepulsion V) !![1, 0; 0, 0] ∧
    orbitalHessian !![a, 0; 0, b] (constantRepulsion V) !![1, 0; 0, 0] !![0, -1; 1, 0] =
      2 * (b - a) := by
  have hG (D : Matrix (Fin 2) (Fin 2) ℝ) : twoElectron (constantRepulsion V) D =
      !![V * D 1 1, -(V * D 0 1); -(V * D 1 0), V * D 0 0] := by
    ext i j
    fin_cases i <;> fin_cases j <;>
      simp [twoElectron, coulomb, exchange, constantRepulsion, Fin.sum_univ_two]
  have hY : comm !![0, -1; 1, 0] !![1, 0; 0, 0] = !![(0 : ℝ), 1; 1, 0] := by
    ext i j
    fin_cases i <;> fin_cases j <;> simp [comm]
  refine ⟨fun p q r s => by simp [constantRepulsion, and_comm], ?_, ?_⟩
  · ext i j
    fin_cases i <;> fin_cases j <;> simp [fock, hG]
  · rw [orbitalHessian, hY]
    simp [fock, hG, comm, Matrix.trace_fin_two]
    ring

end

end HartreeFockOrbitalHessian
```

```lean
#print axioms HartreeFockOrbitalHessian.hessian_nonneg_of_isLocalMin
-- 'HartreeFockOrbitalHessian.hessian_nonneg_of_isLocalMin' depends on axioms: [propext, Classical.choice, Quot.sound]
#print axioms HartreeFockOrbitalHessian.isLocalMin_of_hessian_pos
-- 'HartreeFockOrbitalHessian.isLocalMin_of_hessian_pos' depends on axioms: [propext, Classical.choice, Quot.sound]
#print axioms HartreeFockOrbitalHessian.hessian_canonical
-- 'HartreeFockOrbitalHessian.hessian_canonical' depends on axioms: [propext, Classical.choice, Quot.sound]
```

## The energy curve and its second derivative

The main theorem, `orbital_hessian`, concerns the energy

E(D) = tr(hD) + ½ tr(D G(D)), with G = J − K,

where D is a density matrix, h holds the one-electron integrals, and J and K are the Coulomb and exchange maps

J(D)_pq = Σ_rs (pq|rs) D_sr

K(D)_pq = Σ_rs (ps|rq) D_sr.

The Fock matrix is F(D) = h + G(D). Starting from a matrix P, a generator X produces the path

P(t) = exp(tX) P exp(−tX),

and the theorem says that the first derivative of t ↦ E(P(t)) is itself differentiable at t = 0, with derivative

tr(F(P) [X,[X,P]]) + tr([X,P] G([X,P])).

In Lean the integral (pq|rs) is `g p q r s`, the path is `rotated X P`, the commutator is `comm`, and the expression above is `orbitalHessian h g P X`. The outer `HasDerivAt` is applied to `deriv` of the energy curve, which is how the second derivative is expressed.

The only hypothesis is `hg`, the symmetry (pq|rs) = (rs|pq). Physically, the repulsion between two charge distributions does not depend on which one is named first. Real integrals with the full eightfold symmetry satisfy it. The theorem does not require h or P to be symmetric, X to be antisymmetric, or P to be a projector, so the usual Hartree–Fock setting is a special case.

## Spin orbitals, real rotations and stability

The combination J − K with unit weights is the one for spin orbitals; the closed-shell formula in spatial orbitals has different factors. The index type `n` labels a finite basis, taken to be orthonormal. For antisymmetric X the matrix exp(tX) is orthogonal, so P(t) is the density after a real rotation of the orbitals. Complex rotations are not covered.

In electronic structure calculations, the sign of this second derivative tests the stability of a self-consistent solution, here for real matrices in a finite basis and along one rotation at a time. Two theorems, both assuming the pair symmetry `hg`, make the connection:

- `hessian_nonneg_of_isLocalMin`: if the energy along the rotation has a local minimum at t = 0, the Hessian in that direction is not negative.
- `isLocalMin_of_hessian_pos`: if FP = PF and the Hessian is positive, the energy along that rotation has a local minimum at t = 0.

The condition FP = PF is self-consistency: for a projector P, the Fock matrix does not mix filled and empty orbitals. The second theorem speaks about a single curve, not about a whole neighbourhood of P.

## Differentiating the energy twice

**The interaction is mutual.** Writing out the trace gives

tr(A G(B)) = Σ_pqrs A_pq [(qp|rs) − (qs|rp)] B_sr.

Exchange A and B, then rename the indices in reverse order, p ↔ s and q ↔ r. The bracket becomes (rs|qp) − (rp|qs), which the pair symmetry turns back into (qp|rs) − (qs|rp). Hence

tr(A G(B)) = tr(B G(A)).

This is `twoElectron_symm`; the renaming is supplied by `sum_reverse`, and the two uses of `hg` treat the Coulomb and exchange integrals.

**The density moves by a commutator.** The product rule gives

P′(t) = X exp(tX) P exp(−tX) − exp(tX) P exp(−tX) X = [X, P(t)].

`rotated_hasDerivAt` does this with Mathlib's derivatives of the two exponentials.

**The first derivative does not involve the change in the Fock matrix.** Along any differentiable path D(t), linearity of G gives

E′ = tr(hD′) + ½ tr(D′ G(D)) + ½ tr(D G(D′)).

By mutuality the last two terms are equal, so

E′ = tr(hD′) + tr(D′ G(D)) = tr(F(D) D′).

This is `energy_hasDerivAt_path`. Its helper `linear_slope` carries a derivative through a linear map, which is needed for both the trace and G.

**The second derivative has two sources.** On the rotation path,

E′(t) = tr(F(P(t)) [X, P(t)]).

At t = 0 the Fock matrix changes at the rate G([X,P]), and the commutator changes at the rate [X,[X,P]]. The product rule gives

E″(0) = tr(G([X,P]) [X,P]) + tr(F(P) [X,[X,P]]),

and cyclicity of the trace puts the first term in the stated form. In `orbital_hessian` the two rates are `hF` and `hC`, and `hslope` identifies the first derivative for every t before it is differentiated again.

## From curvature to a minimum, and back

A positive Hessian alone does not make t = 0 a local minimum: the first derivative has to vanish there too. Cyclicity gives

E′(0) = tr(F[X,P]) = tr(FXP) − tr(FPX) = tr((PF − FP)X),

which is zero when FP = PF. The second-derivative test then yields the minimum.

For the other direction, suppose t = 0 is a local minimum but the Hessian is negative. The first derivative vanishes at a minimum, so the same test makes t = 0 a local maximum as well. The energy is then constant near t = 0 and its second derivative is zero, a contradiction.

## Orbital energies and the response term

Suppose that P = diag(ν) and F(P) = diag(ε), with occupations ν_i and orbital energies ε_i, and that X is antisymmetric. Then

[X,P]_ij = X_ij (ν_j − ν_i)

[X,[X,P]]_ii = Σ_j 2(ν_j − ν_i) X_ij².

Multiply the second line by ε_i and sum over i. Exchanging the labels i and j in half of the result gives the first term of the Hessian as

Σ_ij (ε_i − ε_j)(ν_j − ν_i) X_ij².

This is `hessian_canonical`, where `hY` and `hZ` are the two commutator formulas and `hs` is the exchange of labels. A filled orbital i and an empty orbital j contribute 2(ε_j − ε_i) X_ij², since the pair occurs twice in the sum. The response term tr([X,P] G([X,P])) is left as it stands.

`twoOrbital_witness` evaluates both terms for the opening example. There (pp|rr) = V for every p and r, all other integrals vanish, and X has rows (0, −1) and (1, 0). The constant V stands for a repulsion that is the same whichever orbitals the charges occupy. The matrices are

F(P) = diag(a, b + V)

[X,P] = the matrix with rows (0, 1) and (1, 0)

[X,[X,P]] = diag(−2, 2)

G([X,P]) = −V [X,P].

The first term is therefore 2(b + V − a), the second is −2V, and their sum is 2(b − a). The theorem also confirms the pair symmetry and FP = PF.

When b < a < b + V, the filled orbital has the lower Fock energy, yet the Hessian is negative and P is not a local minimum along this rotation. In this model, a positive orbital-energy gap does not by itself guarantee stability.
